# For every three-qubit vector, the spin-flip overlaps of AB and AC add up to 4 det ρ_A

Q: Put A and B in the Bell state $(|00\rangle+|11\rangle)/\sqrt2$ and C in $|0\rangle$. The spin flip $\tilde\rho=(\sigma_y\otimes\sigma_y)\,\rho^*\,(\sigma_y\otimes\sigma_y)$ leaves $\rho_{AB}$ unchanged, so $\mathrm{Tr}(\rho_{AB}\tilde\rho_{AB})=1$. For the other pair, $\rho_{AC}=\tfrac12 1\otimes|0\rangle\langle0|$ flips to $\tfrac12 1\otimes|1\rangle\langle1|$, and the overlap is 0. The sum is 1, and $4\det\rho_A=4\cdot\tfrac14=1$. Why should this survive when C is entangled with the rest?

A: Look at the three one-qubit determinants, $d_A=d_B=\tfrac14$ and $d_C=0$. The two overlaps are $2(d_A+d_B-d_C)=1$ and $2(d_A+d_C-d_B)=0$. These formulas hold for every three-qubit vector, and in the sum $d_B$ and $d_C$ cancel.

Q: Derive the first one.

A: Let $\psi_{ijk}$ be the amplitudes and $N=\sum|\psi_{ijk}|^2$. For any $2\times2$ matrix $X$, $\sigma_yX^T\sigma_y=(\mathrm{Tr}X)\,1-X$. Since $\rho_{AB}$ is Hermitian, $\rho_{AB}^*=\rho_{AB}^T$, and applying the rule to each tensor factor gives
$$\tilde\rho_{AB}=N\,1-\rho_A\otimes1-1\otimes\rho_B+\rho_{AB}.$$
Multiply by $\rho_{AB}$ and take the trace:
$$\mathrm{Tr}(\rho_{AB}\tilde\rho_{AB})=N^2-\mathrm{Tr}\rho_A^2-\mathrm{Tr}\rho_B^2+\mathrm{Tr}\rho_{AB}^2.$$
Now read $\psi$ as a $4\times2$ matrix $M_{(ij),k}=\psi_{ijk}$. Then $\rho_{AB}=MM^\dagger$ and $\rho_C=(M^\dagger M)^T$, so $\mathrm{Tr}\rho_{AB}^2=\mathrm{Tr}\rho_C^2$. Each one-qubit matrix has trace $N$ and obeys $\mathrm{Tr}\rho_X^2=N^2-2d_X$. Substituting,
$$\mathrm{Tr}(\rho_{AB}\tilde\rho_{AB})=2(d_A+d_B-d_C).$$
Exchanging B and C gives $2(d_A+d_C-d_B)$ for the pair AC, and the sum is $4d_A$.

Q: Does the code speak about these same objects? Start with the state.

A: It is an array of eight complex amplitudes, with indices 0 and 1 for each qubit. No normalisation is imposed; both sides of the identity are of fourth order in the amplitudes, and the zero vector is allowed.

```lean
import Mathlib

open Matrix
open scoped Kronecker ComplexOrder

namespace ThreeQubitMonogamy

noncomputable section

/-- The amplitudes of a three-qubit vector in the computational basis of A, B, C. -/
abbrev State := Fin 2 → Fin 2 → Fin 2 → ℂ

/-- A matrix on the space of two qubits. -/
abbrev TwoQubit := Matrix (Fin 2 × Fin 2) (Fin 2 × Fin 2) ℂ
```

Q: And the partial traces?

A: They are written as explicit sums over the qubits that are discarded. The row index belongs to $\psi$ and the column index to $\psi^*$; `starRingEnd ℂ` is complex conjugation. For a pair, a row or column is labelled by two bits, `p.1` and `p.2`.

```lean
/-- The reduced matrix of qubit A. -/
def rhoA (ψ : State) : Matrix (Fin 2) (Fin 2) ℂ :=
  Matrix.of fun i i' => ∑ j, ∑ k, ψ i j k * starRingEnd ℂ (ψ i' j k)

/-- The reduced matrix of qubit B. -/
def rhoB (ψ : State) : Matrix (Fin 2) (Fin 2) ℂ :=
  Matrix.of fun j j' => ∑ i, ∑ k, ψ i j k * starRingEnd ℂ (ψ i j' k)

/-- The reduced matrix of qubit C. -/
def rhoC (ψ : State) : Matrix (Fin 2) (Fin 2) ℂ :=
  Matrix.of fun k k' => ∑ i, ∑ j, ψ i j k * starRingEnd ℂ (ψ i j k')

/-- The reduced matrix of the pair AB. -/
def rhoAB (ψ : State) : TwoQubit :=
  Matrix.of fun p q => ∑ k, ψ p.1 p.2 k * starRingEnd ℂ (ψ q.1 q.2 k)

/-- The reduced matrix of the pair AC. -/
def rhoAC (ψ : State) : TwoQubit :=
  Matrix.of fun p q => ∑ j, ψ p.1 j p.2 * starRingEnd ℂ (ψ q.1 j q.2)
```

Q: The flip needs a complex conjugate, which depends on the basis.

A: The conjugation is entrywise in the computational basis, the one in which $\sigma_y$ has its usual form.

```lean
/-- The Pauli matrix σy. -/
def sigmaY : Matrix (Fin 2) (Fin 2) ℂ := !![0, -Complex.I; Complex.I, 0]

/-- The spin flip of a two-qubit matrix: complex conjugation between two factors σy ⊗ σy. -/
def spinFlip (ρ : TwoQubit) : TwoQubit :=
  (sigmaY ⊗ₖ sigmaY) * ρ.map (starRingEnd ℂ) * (sigmaY ⊗ₖ sigmaY)
```

Q: Is the concurrence defined as an entanglement measure or as a formula?

A: As Wootters' formula. Let $\lambda_m$ be the square roots of the eigenvalues of $\rho\tilde\rho$, counted with multiplicity. Then $C=\max(0,\,2\lambda_{\max}-\sum_m\lambda_m)$, which is the largest minus the others, cut off at zero. The code takes the eigenvalues as roots of the characteristic polynomial. The link between this formula and the entanglement of formation is not treated.

```lean
/-- The square roots of the real parts of the eigenvalues of ρ times its spin flip, with
multiplicity; a negative real part contributes 0. -/
def flipSpectrum (ρ : TwoQubit) : Multiset ℝ :=
  (ρ * spinFlip ρ).charpoly.roots.map fun z => Real.sqrt z.re

/-- Wootters' concurrence: the largest member of the flip spectrum minus all the others,
or zero if that is negative. -/
def concurrence (ρ : TwoQubit) : ℝ :=
  max 0 (2 * (flipSpectrum ρ).fold max 0 - (flipSpectrum ρ).sum)
```

Q: How does the proof of the determinant formula compare with yours?

A: It is more direct. `sigmaY_kronecker` tabulates $\sigma_y\otimes\sigma_y$, whose only nonzero entries lie on the antidiagonal. In `trace_flip_AB`, `simp` expands traces and determinants into amplitudes and their conjugates, and `ring` confirms that the two polynomials agree. My derivation groups the same terms into purities.

```lean
/-- The matrix σy ⊗ σy is real and antidiagonal, with entries -1, 1, 1, -1. -/
theorem sigmaY_kronecker : sigmaY ⊗ₖ sigmaY = Matrix.of fun p q : Fin 2 × Fin 2 =>
    if p.1 ≠ q.1 ∧ p.2 ≠ q.2 then (if p.1 = p.2 then (-1 : ℂ) else 1) else 0 := by
  ext ⟨i, j⟩ ⟨k, l⟩
  fin_cases i <;> fin_cases j <;> fin_cases k <;> fin_cases l <;>
    simp [sigmaY, Matrix.kroneckerMap_apply]

/-- The spin-flip overlap of the pair AB is fixed by the determinants of the three
one-qubit reduced matrices. -/
theorem trace_flip_AB (ψ : State) : (rhoAB ψ * spinFlip (rhoAB ψ)).trace =
    2 * ((rhoA ψ).det + (rhoB ψ).det - (rhoC ψ).det) := by
  unfold spinFlip
  rw [sigmaY_kronecker]
  simp [Matrix.trace, Matrix.mul_apply, Fintype.sum_prod_type, Fin.sum_univ_two,
    Matrix.det_fin_two, rhoA, rhoB, rhoC, rhoAB]
  ring
```

The next theorem is the identity itself, as an equation between complex numbers. It applies the AB formula to the vector with B and C exchanged. The step `hA` says that the exchange leaves $\rho_A$ alone, because the order of the two sums doesn't matter; the final `ring` cancels $d_B$ and $d_C$.

```lean
/-- For every three-qubit vector the spin-flip overlaps of the pairs AB and AC add up to
four times the determinant of the reduced matrix of A. -/
theorem trace_flip_add (ψ : State) :
    (rhoAB ψ * spinFlip (rhoAB ψ)).trace + (rhoAC ψ * spinFlip (rhoAC ψ)).trace =
      4 * (rhoA ψ).det := by
  -- exchange the roles of B and C in the formula for one pair
  have h : (rhoAC ψ * spinFlip (rhoAC ψ)).trace =
      2 * ((rhoA fun i k j => ψ i j k).det + (rhoC ψ).det - (rhoB ψ).det) :=
    trace_flip_AB fun i k j => ψ i j k
  have hA : (rhoA fun i k j => ψ i j k) = rhoA ψ := by
    ext i i'
    simp only [rhoA, Matrix.of_apply]
    exact Finset.sum_comm
  rw [h, hA, trace_flip_AB]
  ring
```

Q: An overlap is not a concurrence. To get monogamy you need $C^2\le\mathrm{Tr}(\rho\tilde\rho)$, and $\rho\tilde\rho$ isn't even Hermitian. Why are the square roots meaningful?

A: Because both factors are positive semidefinite. Suppose $PQv=\mu v$ with $v\neq0$, and set $q=v^\dagger Qv\ge0$. Then $(Qv)^\dagger P(Qv)=\mu q\ge0$. If $q>0$, $\mu$ is real and non-negative. If $q=0$, positivity of $Q$ forces $Qv=0$, hence $\mu=0$. The theorem `eigenvalue_nonneg` follows this argument, with the two cases split by `by_cases`. So taking `z.re` under the root in `flipSpectrum` loses nothing for a physical $\rho$.

```lean
/-- Every eigenvalue of a product of two positive semidefinite matrices is real and
non-negative. -/
theorem eigenvalue_nonneg {n : Type*} [Fintype n] [DecidableEq n] {P Q : Matrix n n ℂ}
    (hP : P.PosSemidef) (hQ : Q.PosSemidef) {μ : ℂ} (hμ : μ ∈ (P * Q).charpoly.roots) :
    0 ≤ μ.re ∧ μ.im = 0 := by
  have hdet : (Matrix.scalar n μ - P * Q).det = 0 := by
    rw [← Matrix.eval_charpoly]
    exact Polynomial.isRoot_of_mem_roots hμ
  obtain ⟨v, hv, hv0⟩ := Matrix.exists_mulVec_eq_zero_iff.2 hdet
  have hs : Matrix.scalar n μ *ᵥ v = μ • v := by
    ext i
    simp [Matrix.scalar_apply, Matrix.mulVec_diagonal]
  rw [Matrix.sub_mulVec, hs, sub_eq_zero, ← Matrix.mulVec_mulVec] at hv0
  -- the expectation value of P in the vector Q v is μ times that of Q in v
  have h1 := hP.dotProduct_mulVec_nonneg (Q *ᵥ v)
  rw [← hv0, dotProduct_smul, Matrix.star_mulVec, hQ.1.eq, ← Matrix.dotProduct_mulVec,
    smul_eq_mul] at h1
  have h2 := hQ.dotProduct_mulVec_nonneg v
  by_cases hq : star v ⬝ᵥ (Q *ᵥ v) = 0
  · have hQv : Q *ᵥ v = 0 := (hQ.dotProduct_mulVec_zero_iff v).1 hq
    rw [hQv, Matrix.mulVec_zero] at hv0
    have h0 : μ = 0 := (smul_eq_zero.1 hv0).resolve_right hv
    simp [h0]
  · generalize star v ⬝ᵥ (Q *ᵥ v) = q at h1 h2 hq
    have h3 := Complex.nonneg_iff.1 h2
    have h4 := Complex.nonneg_iff.1 h1
    have hpos : 0 < q.re :=
      lt_of_le_of_ne h3.1 fun h => hq (Complex.ext h.symm h3.2.symm)
    rw [Complex.mul_re, Complex.mul_im, ← h3.2, mul_zero, mul_zero, sub_zero, zero_add] at h4
    exact ⟨le_of_mul_le_mul_right (by rw [zero_mul]; exact h4.1) hpos,
      (mul_eq_zero.1 h4.2.symm).resolve_right hpos.ne'⟩
```

Q: And the inequality?

A: Since the $\lambda_m$ are non-negative, $\lambda_{\max}\le\sum_m\lambda_m$, so $2\lambda_{\max}-\sum_m\lambda_m\le\lambda_{\max}$ and $C\le\lambda_{\max}$. Therefore
$$C^2\le\lambda_{\max}^2\le\sum_m\lambda_m^2=\mathrm{Tr}(\rho\tilde\rho).$$
`largest_le` supplies the two facts about the largest member, by induction on the list of numbers.

```lean
/-- The largest of finitely many non-negative numbers is at most their sum, and its square
is at most the sum of their squares. -/
theorem largest_le (s : Multiset ℝ) : (∀ x ∈ s, 0 ≤ x) →
    0 ≤ s.fold max 0 ∧ s.fold max 0 ≤ s.sum ∧
      (s.fold max 0) ^ 2 ≤ (s.map fun x => x ^ 2).sum := by
  induction s using Multiset.induction_on with
  | empty => intro _; simp
  | cons a s ih =>
    intro h
    have ha : 0 ≤ a := h a (Multiset.mem_cons_self a s)
    obtain ⟨h0, h1, h2⟩ := ih fun x hx => h x (Multiset.mem_cons_of_mem hx)
    rw [Multiset.fold_cons_left, Multiset.sum_cons, Multiset.map_cons, Multiset.sum_cons]
    rcases le_total a (s.fold max 0) with hle | hle
    · rw [max_eq_right hle]
      exact ⟨h0, by linarith, by linarith [sq_nonneg a]⟩
    · rw [max_eq_left hle]
      exact ⟨ha, by linarith, by linarith [sq_nonneg (s.fold max 0)]⟩
```

In `concurrence_sq_le`, `hflip` shows that $\tilde\rho$ is positive semidefinite: $\rho^*=\rho^T$ is, and multiplying on both sides by the Hermitian matrix $\sigma_y\otimes\sigma_y$ preserves this. `hsum` undoes the square roots, and the trace is rewritten as the sum of the eigenvalues.

```lean
/-- The squared concurrence of a positive semidefinite two-qubit matrix is at most its
spin-flip overlap. -/
theorem concurrence_sq_le {ρ : TwoQubit} (h : ρ.PosSemidef) :
    concurrence ρ ^ 2 ≤ (ρ * spinFlip ρ).trace.re := by
  have hY : (sigmaY ⊗ₖ sigmaY)ᴴ = sigmaY ⊗ₖ sigmaY := by
    rw [sigmaY_kronecker]
    ext ⟨i, j⟩ ⟨k, l⟩
    fin_cases i <;> fin_cases j <;> fin_cases k <;> fin_cases l <;> simp
  -- the spin flip preserves positivity
  have hflip : (spinFlip ρ).PosSemidef := by
    have hc : ρ.map (starRingEnd ℂ) = ρᵀ := by
      calc ρ.map (starRingEnd ℂ) = ρᴴᵀ := rfl
        _ = ρᵀ := by rw [h.1.eq]
    have h1 := h.transpose.conjTranspose_mul_mul_same (sigmaY ⊗ₖ sigmaY)
    rw [hY] at h1
    unfold spinFlip
    rw [hc]
    exact h1
  have hsum : ∀ s : Multiset ℂ, (∀ z ∈ s, 0 ≤ z.re) →
      ((s.map fun z => Real.sqrt z.re).map fun x => x ^ 2).sum = s.sum.re := by
    intro s
    induction s using Multiset.induction_on with
    | empty => intro _; simp
    | cons a s ih =>
      intro hs
      rw [Multiset.map_cons, Multiset.map_cons, Multiset.sum_cons, Multiset.sum_cons,
        Complex.add_re, ih fun z hz => hs z (Multiset.mem_cons_of_mem hz),
        Real.sq_sqrt (hs a (Multiset.mem_cons_self a s))]
  have hl : ∀ x ∈ flipSpectrum ρ, 0 ≤ x := by
    intro x hx
    obtain ⟨z, _, rfl⟩ := Multiset.mem_map.1 hx
    exact Real.sqrt_nonneg _
  obtain ⟨h0, h1, h2⟩ := largest_le _ hl
  have hC : concurrence ρ ≤ (flipSpectrum ρ).fold max 0 := max_le h0 (by linarith)
  rw [Matrix.trace_eq_sum_roots_charpoly,
    ← hsum _ fun z hz => (eigenvalue_nonneg h hflip hz).1]
  exact (pow_le_pow_left₀ (le_max_left _ _) hC 2).trans h2
```

Q: Do you assume positivity of the reduced matrices?

A: No, it is derived from $\rho_{AB}=MM^\dagger$, and the pair AC follows by exchanging B and C. Adding the two concurrence bounds and inserting the identity gives
$$C_{AB}^2+C_{AC}^2\le4\det\rho_A.$$
The real part in the Lean statement is there only because the determinant has complex type; for the Hermitian matrix $\rho_A$ it is real.

```lean
/-- The reduced matrix of the pair AB is positive semidefinite. -/
theorem rhoAB_posSemidef (ψ : State) : (rhoAB ψ).PosSemidef := by
  let M : Matrix (Fin 2 × Fin 2) (Fin 2) ℂ := Matrix.of fun p k => ψ p.1 p.2 k
  have h : rhoAB ψ = M * Mᴴ := by
    ext p q
    simp [M, rhoAB, Matrix.mul_apply]
  rw [h]
  exact Matrix.posSemidef_self_mul_conjTranspose M

/-- For every three-qubit vector, the squared concurrences of A with B and of A with C add up to at
most four times the determinant of the reduced matrix of A. -/
theorem monogamy (ψ : State) :
    concurrence (rhoAB ψ) ^ 2 + concurrence (rhoAC ψ) ^ 2 ≤ 4 * (rhoA ψ).det.re := by
  have hB := concurrence_sq_le (rhoAB_posSemidef ψ)
  have hAC : (rhoAC ψ).PosSemidef := rhoAB_posSemidef fun i k j => ψ i j k
  have hC := concurrence_sq_le hAC
  have h := congrArg Complex.re (trace_flip_add ψ)
  have h4 : (4 * (rhoA ψ).det).re = 4 * (rhoA ψ).det.re := by simp
  rw [Complex.add_re, h4] at h
  linarith
```

Q: Is that the whole of Coffman-Kundu-Wootters monogamy?

A: It is the inequality for pure states of three qubits. For a normalised vector, $4\det\rho_A$ is the squared concurrence between A and the pair BC, but the theorem keeps the determinant and doesn't define that quantity. Mixed three-qubit states and longer chains of qubits are not covered. Within the pure three-qubit setting, the bound sets an upper limit on the pairwise entanglement that A can share, and the identity offers a numerical check on code that forms partial traces and spin flips.

Q: Give me numbers for normalised states.

A: For GHZ, $\rho_A=\mathrm{diag}(\tfrac12,\tfrac12)$ and $4\det\rho_A=1$. For W, $\rho_A=\mathrm{diag}(\tfrac23,\tfrac13)$ and $4\det\rho_A=\tfrac89$. The proofs use the identity first, then evaluate this determinant with $c^2=\tfrac12$ or $c^2=\tfrac13$ for the common amplitude $c$.

```lean
/-- The GHZ state, with equal amplitudes on 000 and 111. -/
def ghz : State := fun i j k => if i = j ∧ j = k then (Real.sqrt (1 / 2) : ℂ) else 0

/-- The W state, with equal amplitudes on 001, 010 and 100. -/
def wState : State := fun i j k =>
  if (i : ℕ) + (j : ℕ) + (k : ℕ) = 1 then (Real.sqrt (1 / 3) : ℂ) else 0

/-- For the GHZ state the two spin-flip overlaps add up to 1. -/
theorem ghz_value : (rhoAB ghz * spinFlip (rhoAB ghz)).trace +
    (rhoAC ghz * spinFlip (rhoAC ghz)).trace = 1 := by
  have hc : (Real.sqrt (1 / 2) : ℂ) * (Real.sqrt (1 / 2) : ℂ) = 1 / 2 := by
    rw [← Complex.ofReal_mul, Real.mul_self_sqrt (by norm_num)]
    norm_num
  rw [trace_flip_add]
  unfold ghz
  generalize Real.sqrt (1 / 2) = c at hc ⊢
  simp [Matrix.det_fin_two, rhoA, Fin.sum_univ_two]
  linear_combination (4 * ((c : ℂ) * c) + 2) * hc

/-- For the W state the two spin-flip overlaps add up to 8/9. -/
theorem wState_value : (rhoAB wState * spinFlip (rhoAB wState)).trace +
    (rhoAC wState * spinFlip (rhoAC wState)).trace = 8 / 9 := by
  have hc : (Real.sqrt (1 / 3) : ℂ) * (Real.sqrt (1 / 3) : ℂ) = 1 / 3 := by
    rw [← Complex.ofReal_mul, Real.mul_self_sqrt (by norm_num)]
    norm_num
  rw [trace_flip_add]
  unfold wState
  generalize Real.sqrt (1 / 3) = c at hc ⊢
  simp [Matrix.det_fin_two, rhoA, Fin.sum_univ_two]
  linear_combination (8 * ((c : ℂ) * c) + 8 / 3) * hc

end

end ThreeQubitMonogamy
```

```lean
#print axioms ThreeQubitMonogamy.trace_flip_add
-- 'ThreeQubitMonogamy.trace_flip_add' depends on axioms: [propext, Classical.choice, Quot.sound]
#print axioms ThreeQubitMonogamy.monogamy
-- 'ThreeQubitMonogamy.monogamy' depends on axioms: [propext, Classical.choice, Quot.sound]
#print axioms ThreeQubitMonogamy.ghz_value
-- 'ThreeQubitMonogamy.ghz_value' depends on axioms: [propext, Classical.choice, Quot.sound]
#print axioms ThreeQubitMonogamy.wState_value
-- 'ThreeQubitMonogamy.wState_value' depends on axioms: [propext, Classical.choice, Quot.sound]
```

Q: So GHZ has a larger pairwise entanglement than W?

A: No. These are sums of overlaps, which only bound the squared concurrences from above. For GHZ, $\rho_{AB}\tilde\rho_{AB}$ has eigenvalues $\tfrac14,\tfrac14,0,0$, so the $\lambda_m$ are $\tfrac12,\tfrac12,0,0$ and $C_{AB}=0$; by symmetry $C_{AC}=0$ too. For W the eigenvalues are $\tfrac49,0,0,0$, so $C_{AB}=C_{AC}=\tfrac23$, and the squares add up to $\tfrac89$: W attains the bound, while GHZ stays at zero. These concurrences are computed by hand here, not in the file.

Q: Does the determinant formula tell you anything else?

A: Yes. The overlap of two positive semidefinite matrices is non-negative, so $2(d_A+d_B-d_C)\ge0$, that is,
$$\det\rho_C\le\det\rho_A+\det\rho_B.$$
This neighbouring inequality for pure three-qubit states is a consequence I am drawing here, not a theorem in the file.

Q: What if the three qubits are in a mixed state?

A: Then the identity can fail. Mix $|000\rangle$ and $|100\rangle$ with equal weights. Now $\rho_A=\tfrac12 1$, so $4\det\rho_A=1$. But $\rho_{AB}$ and $\rho_{AC}$ both equal $\tfrac12 1\otimes|0\rangle\langle0|$, whose overlap with its flip is 0. The sum is 0 instead of 1. The step that breaks is $\mathrm{Tr}\rho_{AB}^2=\mathrm{Tr}\rho_C^2$: here the left side is $\tfrac12$ and the right side is 1.
